# Zero excited amplitude at resonance in a Λ system with a control field and no ground-state dephasing

Suppose you want the response of a three-level atom to a weak probe, and you solve one stationary equation by dividing by the detuning. The formula you get is silent at zero detuning, which is the centre of the transparency window. Putting zero into the simplified formula afterwards gives a number, but not yet a reason to believe that the equations have that solution and no other.

The atom has two ground states and one excited state. A weak probe couples the first ground state to the excited state, and a resonant control field couples the second ground state to it. Write $x$ for the excited amplitude and $y$ for the second ground-state amplitude, with the first ground-state amplitude set to 1. With detuning $d$, decay rate $g$, control coupling $W$ and probe coupling $p$, the stationary equations are

$$\left(d+\tfrac{ig}{2}\right)x+\tfrac{W}{2}y=-\tfrac p2,\qquad \tfrac W2x+d\,y=0 .$$

For real $d$, $g>0$ and real $W\neq0$ they have exactly one solution, and its excited amplitude is zero at $d=0$. This is the single-atom, first-order-in-the-probe core of electromagnetically induced transparency; the propagation of light through a medium is not treated.

## The equations and their closed form

```lean
import Mathlib

open Complex
open scoped ComplexConjugate

namespace TransparencyWindow

noncomputable section
```

The first line loads the mathematical library Mathlib. The `open` lines let the file write `I` for the imaginary unit and `conj` for complex conjugation.

```lean
/-- The stationary equations for the excited amplitude `x` and the second ground-state
amplitude `y`, with detuning `d`, decay rate `g`, control coupling `W` and probe coupling `p`. -/
def IsSteadyState (d g W : ℝ) (p x y : ℂ) : Prop :=
  ((d : ℂ) + I * g / 2) * x + W * y / 2 = -p / 2 ∧ (W : ℂ) * x / 2 + d * y = 0
```

`IsSteadyState d g W p x y` is a statement about six numbers: both stationary equations hold. The sign `∧` means "and". The types say that $d,g,W$ are real and $p,x,y$ complex; `(d : ℂ)` is the real number $d$ regarded as a complex one.

The definition fixes the physics. The equations are written in a rotating frame, with all quantities except the amplitudes in units of angular frequency. The couplings $W$ and $p$ are Rabi frequencies, which is why they enter the equations with a factor $\tfrac12$. The excited population decays at rate $g$, so its amplitude decays at $g/2$. The second equation has no damping term, which means that the coherence between the ground states has no decay of its own; it can be lost only through the excited state. The detuning $d$ is the probe frequency minus the frequency of the transition it drives. The control field is exactly on resonance, so the same $d$ appears in both equations, and its phase has been chosen to make $W$ real. The equations are taken as given here, not derived from a master equation.

```lean
/-- The common denominator `4d² - W² + 2igd` of the stationary amplitudes. -/
def resonanceDenom (d g W : ℝ) : ℂ :=
  4 * (d : ℂ) ^ 2 - (W : ℂ) ^ 2 + 2 * (g : ℂ) * (d : ℂ) * I
```

This names the common denominator, written $D$ below:

$$D=4d^2-W^2+2igd .$$

It is four times the determinant of the two equations.

```lean
/-- The closed form of the excited amplitude as a function of the detuning `d`. -/
def excitedAmplitude (d g W : ℝ) (p : ℂ) : ℂ :=
  -2 * (d : ℂ) * p / resonanceDenom d g W
```

The candidate for the excited amplitude is $-2dp/D$. At this stage it is only an expression; its link to the stationary equations is proved further down.

```lean
/-- The absorption profile `4gd² / ((4d² - W²)² + (2gd)²)`. -/
def absorption (d g W : ℝ) : ℝ :=
  4 * g * d ^ 2 / ((4 * d ^ 2 - W ^ 2) ^ 2 + (2 * g * d) ^ 2)
```

The last definition is a real line shape,

$$A(d)=\frac{4gd^2}{(4d^2-W^2)^2+(2gd)^2}.$$

For $p\neq0$ it will turn out to be $\operatorname{Im}(x/p)$, the out-of-phase part of the excited amplitude per unit probe coupling.

## A denominator without real zeros

```lean
/-- The real and imaginary parts of the denominator are `4d² - W²` and `2gd`. -/
theorem resonanceDenom_parts (d g W : ℝ) :
    (resonanceDenom d g W).re = 4 * d ^ 2 - W ^ 2 ∧
      (resonanceDenom d g W).im = 2 * g * d := by
  have e : resonanceDenom d g W
      = ((4 * d ^ 2 - W ^ 2 : ℝ) : ℂ) + ((2 * g * d : ℝ) : ℂ) * I := by
    unfold resonanceDenom
    push_cast
    ring
  rw [e]
  constructor
  · simp only [add_re, ofReal_re, re_ofReal_mul, I_re, mul_zero, add_zero]
  · simp only [add_im, ofReal_im, im_ofReal_mul, I_im, mul_one, zero_add]
```

A theorem in Lean has a name, its variables and hypotheses, a colon, the claim, and after `:= by` the proof. This one says $\operatorname{Re}D=4d^2-W^2$ and $\operatorname{Im}D=2gd$. The proof rewrites $D$ as a real number plus a real number times $i$ and reads off the parts.

```lean
/-- With decay and a nonzero control field, the denominator vanishes at no real detuning. -/
theorem resonanceDenom_ne_zero {d g W : ℝ} (hg : 0 < g) (hW : W ≠ 0) :
    resonanceDenom d g W ≠ 0 := by
  intro h
  obtain ⟨hre, him⟩ := resonanceDenom_parts d g W
  rw [h, zero_re] at hre
  rw [h, zero_im] at him
  -- the imaginary part forces resonance, the real part then removes the control field
  have hd : d = 0 := by
    rcases mul_eq_zero.1 him.symm with h1 | h1
    · linarith
    · exact h1
  apply hW
  apply pow_eq_zero_iff (two_ne_zero) |>.1
  rw [hd] at hre
  linarith
```

Curly brackets hold variables that Lean can infer; `hg` and `hW` are names for the hypotheses $g>0$ and $W\ne0$. The claim is $D\neq0$ for every real $d$.

By hand, suppose $D=0$. The imaginary part gives $2gd=0$, and since $g>0$ this forces $d=0$. The real part then reads $-W^2=0$, so $W=0$, against the hypothesis.

The Lean proof takes the same route. `intro h` assumes $D=0$, and the previous theorem supplies the two real equations. `rcases` splits $2gd=0$ into the cases $2g=0$, which `linarith` refutes, and $d=0$.

## One solution, and only one

```lean
/-- With decay and a nonzero control field, the stationary equations have exactly one solution, with
`x = -2dp / (4d² - W² + 2igd)` and `y = Wp / (4d² - W² + 2igd)`. -/
theorem isSteadyState_iff {d g W : ℝ} (hg : 0 < g) (hW : W ≠ 0) (p x y : ℂ) :
    IsSteadyState d g W p x y ↔
      x = excitedAmplitude d g W p ∧ y = (W : ℂ) * p / resonanceDenom d g W := by
  have hD : resonanceDenom d g W ≠ 0 := resonanceDenom_ne_zero hg hW
  unfold excitedAmplitude
  rw [eq_div_iff hD, eq_div_iff hD]
  unfold IsSteadyState
  constructor
  · -- eliminate one amplitude at a time
    rintro ⟨h1, h2⟩
    unfold resonanceDenom
    constructor
    · linear_combination 4 * (d : ℂ) * h1 - 2 * (W : ℂ) * h2
    · linear_combination 4 * ((d : ℂ) + I * g / 2) * h2 - 2 * (W : ℂ) * h1
  · -- check both equations after multiplying by the denominator
    rintro ⟨hx, hy⟩
    constructor
    · apply mul_right_cancel₀ hD
      unfold resonanceDenom at hx hy ⊢
      linear_combination ((d : ℂ) + I * g / 2) * hx + (W : ℂ) / 2 * hy
    · apply mul_right_cancel₀ hD
      unfold resonanceDenom at hx hy ⊢
      linear_combination (W : ℂ) / 2 * hx + (d : ℂ) * hy
```

The sign `↔` means "if and only if". The theorem says that $x$ and $y$ solve the stationary equations exactly when

$$x=\frac{-2dp}{D},\qquad y=\frac{Wp}{D}.$$

Read from right to left, this gives existence; from left to right, uniqueness.

For uniqueness, take $4d$ times the first equation minus $2W$ times the second. The terms in $y$ cancel:

$$\left(4d^2+2igd-W^2\right)x=-2dp .$$

Next take $4(d+ig/2)$ times the second equation minus $2W$ times the first. Now the terms in $x$ cancel, and $Dy=Wp$ remains. Since $D\neq0$, both relations can be divided by $D$. Nowhere has anything been divided by $d$, so resonance is included.

For existence, start from $Dx=-2dp$ and $Dy=Wp$. Multiplying the left side of the first stationary equation by $D$ gives

$$-2dp\left(d+\tfrac{ig}{2}\right)+\tfrac{W^2p}{2}=-\tfrac p2\,D ,$$

and the second gives $-Wdp+dWp=0$. Cancelling $D$ returns the two equations.

In Lean, `eq_div_iff` clears the denominators, and `constructor` separates the two directions. The tactic `linear_combination` takes a recipe for combining known equations and checks by algebra that the result is the goal. The first two recipes are precisely the multipliers used above. In the other direction, `mul_right_cancel₀` does the cancelling of $D$.

Decay is needed for this. Take $g=0$, $W=2$ and $d=1$: the equations become $x+y=-p/2$ and $x+y=0$, which contradict each other for every $p\neq0$. Here the probe is resonant with one of the two undamped states that the control field forms from the excited state and the second ground state, and no stationary response exists.

## The zero at resonance

```lean
/-- With decay, a nonzero control field and a nonzero probe, the stationary excited amplitude
vanishes exactly at zero detuning. -/
theorem excited_eq_zero_iff {d g W : ℝ} (hg : 0 < g) (hW : W ≠ 0) {p x y : ℂ}
    (hp : p ≠ 0) (h : IsSteadyState d g W p x y) : x = 0 ↔ d = 0 := by
  have hD : resonanceDenom d g W ≠ 0 := resonanceDenom_ne_zero hg hW
  rw [((isSteadyState_iff hg hW p x y).1 h).1]
  unfold excitedAmplitude
  simp [hD, hp]
```

If the probe is on ($p\neq0$) and $x$ belongs to a stationary state, then $x=0$ exactly when $d=0$. By hand, $x=-2dp/D$ with $D\ne0$, and a fraction with nonzero denominator vanishes only with its numerator. As $p\neq0$, that means $d=0$. The `rw` step inserts the closed form, and `simp` finishes with the two facts $D\neq0$ and $p\neq0$. With $p=0$ the amplitude would be zero at every detuning.

```lean
/-- At zero detuning the stationary state has `x = 0` and `y = -p / W`,
whatever the decay rate. -/
theorem steadyState_at_resonance {W : ℝ} (hW : W ≠ 0) (g : ℝ) (p x y : ℂ) :
    IsSteadyState 0 g W p x y ↔ x = 0 ∧ y = -p / (W : ℂ) := by
  have hWc : (W : ℂ) ≠ 0 := ofReal_ne_zero.2 hW
  unfold IsSteadyState
  rw [ofReal_zero, eq_div_iff hWc]
  constructor
  · rintro ⟨h1, h2⟩
    have hx : x = 0 := mul_left_cancel₀ hWc (by linear_combination 2 * h2)
    rw [hx] at h1
    exact ⟨hx, by linear_combination 2 * h1⟩
  · rintro ⟨hx, hy⟩
    constructor
    · linear_combination (I * g / 2) * hx + 1 / 2 * hy
    · linear_combination (W : ℂ) / 2 * hx
```

At zero detuning and with the control field on ($W\neq0$), the whole state is known: $x=0$ and $y=-p/W$. No condition on $g$ appears, since an amplitude that is zero has nothing to lose by decay.

Set $d=0$ by hand. The second equation is $Wx/2=0$, so $x=0$. The first is then $Wy/2=-p/2$, so $y=-p/W$. Conversely, these values satisfy both equations. The Lean proof obtains $x=0$ by cancelling $W$, substitutes it, and solves for $y$.

The physics is destructive interference. The two drives into the excited state, $p$ from the first ground state and $Wy$ from the second, add to zero. Because the model keeps the first amplitude at 1, it is meant for $|p|\ll|W|$ here.

## The same atom with the control switched off

```lean
/-- Without the control field, at zero detuning, the stationary equations say
`x = ip / g` and leave `y` free. -/
theorem steadyState_without_control {g : ℝ} (hg : 0 < g) (p x y : ℂ) :
    IsSteadyState 0 g 0 p x y ↔ x = I * p / (g : ℂ) := by
  have hgc : (g : ℂ) ≠ 0 := ofReal_ne_zero.2 hg.ne'
  unfold IsSteadyState
  rw [ofReal_zero, eq_div_iff hgc]
  constructor
  · rintro ⟨h1, -⟩
    linear_combination (-2 * I) * h1 + (g : ℂ) * x * I_sq
  · intro h
    constructor
    · linear_combination I / 2 * h + p / 2 * I_sq
    · ring
```

Now $W=0$ and $d=0$. The first equation becomes $(ig/2)x=-p/2$, so

$$x=-\frac{p}{ig}=\frac{ip}{g},$$

and the second is $0=0$, which leaves $y$ free. The theorem expresses this freedom by not mentioning $y$ on its right-hand side. In the proof, multiplying the first equation by $-2i$ isolates $gx$, and `I_sq` supplies $i^2=-1$.

This is the counter-example for the hypothesis $W\neq0$: uniqueness fails, and for $p\neq0$ so does $x=0$. It also shows a trap in the formal statement. Lean sets division by zero to zero, so `excitedAmplitude 0 g 0 p` equals 0, while the true amplitude is $ip/g$. A theorem that merely evaluated the closed form at $d=0$ would therefore hold with the control off as well and would say nothing about the atom. The statements above avoid this by speaking of solutions of the equations.

## The absorption profile

```lean
/-- With decay and a nonzero control field, the part of the stationary excited amplitude out of
phase with the probe is given by the absorption profile: `Im (x p*) = absorption · |p|²`. -/
theorem im_excited_mul_conj {d g W : ℝ} (hg : 0 < g) (hW : W ≠ 0) {p x y : ℂ}
    (h : IsSteadyState d g W p x y) :
    (x * conj p).im = absorption d g W * normSq p := by
  obtain ⟨hre, him⟩ := resonanceDenom_parts d g W
  have e : x * conj p = ((-2 * d * normSq p : ℝ) : ℂ) / resonanceDenom d g W := by
    rw [((isSteadyState_iff hg hW p x y).1 h).1, ofReal_mul, ← mul_conj]
    unfold excitedAmplitude
    push_cast
    ring
  rw [e, div_im, normSq_apply (resonanceDenom d g W), hre, him, ofReal_re, ofReal_im]
  unfold absorption
  ring
```

Here `normSq p` is $|p|^2$, and the claim is $\operatorname{Im}(xp^*)=A(d)\,|p|^2$. With the sign convention of the stationary equations, a positive value means absorption.

By hand, the closed form gives $xp^*=-2d|p|^2/D$. For a real number $r$, $\operatorname{Im}(r/D)=-r\operatorname{Im}D/|D|^2$, hence

$$\operatorname{Im}(xp^*)=\frac{2d|p|^2\cdot 2gd}{|D|^2}=A(d)\,|p|^2 .$$

The intermediate equation `e` in the proof is the first of these steps; `div_im` and the known parts of $D$ give the second.

```lean
/-- With decay and a nonzero control field, the absorption profile never exceeds `1 / g`, and it
reaches this value exactly at the detunings with `4d² = W²`. -/
theorem absorption_le {g W : ℝ} (hg : 0 < g) (hW : W ≠ 0) (d : ℝ) :
    absorption d g W ≤ 1 / g ∧ (absorption d g W = 1 / g ↔ 4 * d ^ 2 = W ^ 2) := by
  obtain ⟨hre, him⟩ := resonanceDenom_parts d g W
  have hN : 0 < (4 * d ^ 2 - W ^ 2) ^ 2 + (2 * g * d) ^ 2 := by
    have h := normSq_pos.2 (resonanceDenom_ne_zero (d := d) hg hW)
    rw [normSq_apply, hre, him] at h
    linarith
  unfold absorption
  constructor
  · rw [div_le_div_iff₀ hN hg]
    nlinarith [sq_nonneg (4 * d ^ 2 - W ^ 2)]
  · rw [div_eq_div_iff hN.ne' hg.ne']
    constructor
    · intro h
      -- the gap to the maximum is the square of 4d² - W²
      have h0 : (4 * d ^ 2 - W ^ 2) ^ 2 = 0 := by linear_combination -h
      have h1 := (pow_eq_zero_iff two_ne_zero).1 h0
      linarith
    · intro h
      linear_combination (-(4 * d ^ 2 - W ^ 2)) * h
```

The profile is at most $1/g$, and it reaches that value exactly when $4d^2=W^2$, that is, at $d=\pm W/2$. The control field thus leaves the peak height unchanged from the value $1/g$ found at resonance without it, and moves the maximum from the centre to these two detunings.

Since $|D|^2>0$ and $g>0$, the inequality $A(d)\le1/g$ is equivalent to

$$4g^2d^2\le(4d^2-W^2)^2+4g^2d^2 ,$$

or $0\le(4d^2-W^2)^2$. Equality holds exactly when that square is zero. In Lean, `hN` is the positivity of $|D|^2$, `div_le_div_iff₀` multiplies out the fractions, and `nlinarith` uses the nonnegative square. The second half repeats this with equalities.

## The slope at the centre of the window

```lean
/-- At zero detuning the excited amplitude has slope `2p / W²` as a function of the detuning. -/
theorem hasDerivAt_excitedAmplitude {W : ℝ} (hW : W ≠ 0) (g : ℝ) (p : ℂ) :
    HasDerivAt (fun d : ℝ => excitedAmplitude d g W p) (2 * p / (W : ℂ) ^ 2) 0 := by
  have hWc : (W : ℂ) ≠ 0 := ofReal_ne_zero.2 hW
  have hid := hasDerivAt_id' ((0 : ℝ) : ℂ)
  have hnum : HasDerivAt (fun z : ℂ => -2 * z * p) (-2 * p) ((0 : ℝ) : ℂ) :=
    ((hid.const_mul (-2 : ℂ)).mul_const p).congr_deriv (by ring)
  have hden : HasDerivAt (fun z : ℂ => 4 * z ^ 2 - (W : ℂ) ^ 2 + 2 * (g : ℂ) * z * I)
      (2 * (g : ℂ) * I) ((0 : ℝ) : ℂ) :=
    ((((hid.fun_pow 2).const_mul (4 : ℂ)).sub_const ((W : ℂ) ^ 2)).fun_add
      ((hid.const_mul (2 * (g : ℂ))).mul_const I)).congr_deriv (by simp)
  have hne : 4 * ((0 : ℝ) : ℂ) ^ 2 - (W : ℂ) ^ 2 + 2 * (g : ℂ) * ((0 : ℝ) : ℂ) * I ≠ 0 := by
    simpa using hW
  -- quotient rule, restricted to real detunings
  refine (hnum.fun_div hden hne).comp_ofReal.congr_deriv ?_
  rw [div_eq_div_iff (pow_ne_zero 2 hne) (pow_ne_zero 2 hWc), ofReal_zero]
  ring

end

end TransparencyWindow
```

`HasDerivAt f f' a` says that the function `f` has derivative `f'` at the point `a`. Here the function sends a real detuning to the complex amplitude, and for $W\neq0$ its derivative at $d=0$ is $2p/W^2$. A weaker control field gives a steeper response.

Write the amplitude as $N/D$ with $N=-2dp$. At $d=0$ we have $N=0$, $N'=-2p$, $D=-W^2$ and $D'=2ig$. The quotient rule gives

$$\frac{N'D-ND'}{D^2}=\frac{N'}{D}=\frac{-2p}{-W^2}=\frac{2p}{W^2}.$$

The decay rate enters only through $D'$, which is multiplied by $N=0$, so it drops out. In the proof, `hnum` and `hden` are the derivatives of numerator and denominator for a complex variable, and `hne` says that the denominator is nonzero at the centre. `fun_div` is the quotient rule, and `comp_ofReal` restricts the result to real detunings.

```lean
#print axioms TransparencyWindow.excited_eq_zero_iff
#print axioms TransparencyWindow.im_excited_mul_conj
#print axioms TransparencyWindow.absorption_le
#print axioms TransparencyWindow.hasDerivAt_excitedAmplitude
```

```
'TransparencyWindow.excited_eq_zero_iff' depends on axioms: [propext, Classical.choice, Quot.sound]
'TransparencyWindow.im_excited_mul_conj' depends on axioms: [propext, Classical.choice, Quot.sound]
'TransparencyWindow.absorption_le' depends on axioms: [propext, Classical.choice, Quot.sound]
'TransparencyWindow.hasDerivAt_excitedAmplitude' depends on axioms: [propext, Classical.choice, Quot.sound]
```
